# Slater determinants are real or purely imaginary when complex conjugation permutes their orbitals

That a set of orbitals is closed under complex conjugation can be expressed through the space they span or through the individual orbitals. The main theorem uses the second form: there is a permutation \(t\) of the orbital labels such that the conjugate of orbital \(j\) is exactly orbital \(t(j)\), with no additional phase factor. The weaker condition, that conjugation mixes the orbitals linearly among themselves, gives a weaker conclusion, and it is treated first because the main theorem follows from it.

## Filled levels of a real Hamiltonian

Suppose that a one-particle Hamiltonian is real, as it is for a spinless particle in a real scalar potential without a magnetic field. The complex conjugate of an eigenfunction is then an eigenfunction with the same energy. If a degenerate level is completely filled, conjugation maps the space of its orbitals to itself. For free particles in a periodic box, with plane waves as the orbitals, it does so by exchanging wave vectors \(k\) and \(-k\).

If every occupied level is completely filled, the Slater determinant is therefore real apart from a constant phase, even when its orbitals are complex. Fixed-node diffusion Monte Carlo, which requires a real trial function, can use such a determinant once the constant phase has been removed.

## Parity decides between real and imaginary

Let \(\iota\) be a finite set of labels, \(X\) the set of one-particle coordinates, and \(\varphi_j : X\to\mathbb C\) an orbital for each \(j\in\iota\). A configuration \(x\) assigns a coordinate \(x_i\in X\) to each \(i\in\iota\). The unnormalised Slater determinant is

\[
\Psi(x)=\det A,\qquad A_{ij}=\varphi_j(x_i).
\]

Assume that \(\overline{\varphi_j(r)}=\varphi_{t(j)}(r)\) for all \(j\in\iota\) and \(r\in X\). If \(t\) is even, \(\Psi(x)\) is real for every \(x\); if \(t\) is odd, \(\Psi(x)\) is purely imaginary for every \(x\). Zero counts as both, so the parity can be read off from a value of \(\Psi\) only where that value is nonzero.

In Lean these objects appear as follows.

- `slater φ x` is \(\Psi(x)\). For \(N\) orthonormal orbitals the normalised function is \(\Psi/\sqrt{N!}\), and this positive factor changes neither conclusion.
- `ι` is any finite type, including `Fin N`. If it is empty, the determinant is 1 and the only permutation is even.
- `X` is any type. It may include a spin label, but `conj` acts on the function values and does not flip the spin.
- `h` is the conjugation hypothesis. It is assumed for the given orbitals and not derived from a Hamiltonian.
- `Equiv.Perm.sign t` is the parity, equal to 1 or −1.

No integrability, continuity or orthogonality is required. The theorems concern one determinant, not a general correlated wave function, and they do not describe the shape of the nodal set.

## From linear mixing to a sign

Suppose first that there is a matrix \(U\) with

\[
\overline{\varphi_j(r)}=\sum_k U_{jk}\varphi_k(r).
\]

Conjugating an entry of the Slater matrix gives

\[
\overline{A_{ij}}=\sum_k U_{jk}A_{ik}=\sum_k A_{ik}(U^{\mathsf T})_{kj},
\]

so \(\overline A=AU^{\mathsf T}\). Taking determinants yields

\[
\overline{\Psi(x)}=\det U\,\Psi(x).
\]

The factor \(\det U\) does not depend on the configuration. For two configurations \(x\) and \(y\), put \(z=\overline{\Psi(x)}\,\Psi(y)\). Then

\[
z=\det U\,\Psi(x)\Psi(y),\qquad
\overline z=\Psi(x)\,\overline{\Psi(y)}=\det U\,\Psi(x)\Psi(y),
\]

so \(z\) is real. If \(\Psi\) is nonzero at some configuration, dividing by the phase of that value makes \(\Psi\) real everywhere; this last division is an immediate consequence that the file leaves unstated.

For a permutation, \(U_{jk}=\delta_{t(j),k}\) and \(\det U=\operatorname{sgn}t\). Write \(\Psi(x)=a+ib\) with real \(a,b\). Then

\[
a-ib=\operatorname{sgn}(t)\,(a+ib).
\]

For even \(t\), the imaginary parts give \(-b=b\), hence \(b=0\). For odd \(t\), the real parts give \(a=-a\), hence \(a=0\). Conversely, if \(\Psi(x)\) is real and nonzero, \(t\) cannot be odd, because both parts would then vanish.

## Counting conjugate pairs

Take a shell consisting of pairs \(\chi_p,\overline{\chi_p}\), with \(p\) in a finite set \(P\), together with any finite number of real orbitals \(\rho_a\). Conjugation exchanges the members of each pair and fixes every \(\rho_a\). Each exchange contributes a factor \(-1\), so

\[
\operatorname{sgn}t=(-1)^{|P|}.
\]

The determinant is real everywhere for an even number of pairs and purely imaginary everywhere for an odd number. The real orbitals do not affect this parity.

The smallest case with a pair has \(\varphi_0(r)=e^{ik\cdot r}\) and \(\varphi_1(r)=e^{-ik\cdot r}\). Its determinant is

\[
\begin{aligned}
\Psi(x)&=e^{ik\cdot x_0}e^{-ik\cdot x_1}-e^{-ik\cdot x_0}e^{ik\cdot x_1}\\
&=2i\sin(k\cdot x_0-k\cdot x_1).
\end{aligned}
\]

In a periodic box of volume \(V\), with an allowed \(k\neq0\), the normalised function is \((i\sqrt2/V)\sin(k\cdot x_0-k\cdot x_1)\). For \(k=0\) the two orbitals coincide and the determinant vanishes, in agreement with the formula.

## The Lean file

```lean
import Mathlib

open Matrix ComplexConjugate

namespace ClosedShellRealNodes

noncomputable section

variable {ι X : Type*} [Fintype ι] [DecidableEq ι]

/-- The (unnormalised) Slater determinant of the orbitals `φ j` at the configuration `x`. -/
def slater (φ : ι → X → ℂ) (x : ι → X) : ℂ :=
  (Matrix.of fun i j => φ j (x i)).det

/-- If complex conjugation mixes the orbitals among themselves through a matrix `U`, it
multiplies the Slater determinant by `det U`. -/
theorem conj_slater_of_mixing (φ : ι → X → ℂ) (U : Matrix ι ι ℂ)
    (h : ∀ j r, conj (φ j r) = ∑ k, U j k * φ k r) (x : ι → X) :
    conj (slater φ x) = U.det * slater φ x := by
  -- the conjugated Slater matrix is the original one times the transpose of `U`
  have hm : (starRingEnd ℂ).mapMatrix (Matrix.of fun i j => φ j (x i))
      = (Matrix.of fun i j => φ j (x i)) * Uᵀ := by
    ext i j
    simp only [RingHom.mapMatrix_apply, Matrix.map_apply, Matrix.of_apply, Matrix.mul_apply,
      Matrix.transpose_apply, h]
    exact Finset.sum_congr rfl fun k _ => mul_comm _ _
  rw [slater, RingHom.map_det, hm, Matrix.det_mul, Matrix.det_transpose, mul_comm]

/-- If complex conjugation mixes the orbitals among themselves, the values of the Slater determinant
at any two configurations have a real product once one of them is conjugated. -/
theorem slater_relative_phase_real (φ : ι → X → ℂ) (U : Matrix ι ι ℂ)
    (h : ∀ j r, conj (φ j r) = ∑ k, U j k * φ k r) (x y : ι → X) :
    (conj (slater φ x) * slater φ y).im = 0 := by
  have hx := conj_slater_of_mixing φ U h x
  have hy := conj_slater_of_mixing φ U h y
  apply Complex.conj_eq_iff_im.mp
  rw [map_mul, Complex.conj_conj, hx, hy]
  ring

/-- If complex conjugation permutes the orbitals by `t`, it multiplies the Slater determinant
by the sign of `t`. -/
theorem conj_slater_of_perm (φ : ι → X → ℂ) (t : Equiv.Perm ι)
    (h : ∀ j r, conj (φ j r) = φ (t j) r) (x : ι → X) :
    conj (slater φ x) = ((Equiv.Perm.sign t : ℤ) : ℂ) * slater φ x := by
  -- here the mixing matrix is the permutation matrix of `t`
  have hU := conj_slater_of_mixing φ ((1 : Matrix ι ι ℂ).submatrix t id)
    (fun j r => by rw [h]; simp [Matrix.one_apply]) x
  rw [hU, Matrix.det_permute, Matrix.det_one, mul_one]

/-- Let complex conjugation permute the orbitals by `t`. The Slater determinant is real at every
configuration if `t` is even, and purely imaginary at every configuration if `t` is odd. -/
theorem slater_real_or_imaginary (φ : ι → X → ℂ) (t : Equiv.Perm ι)
    (h : ∀ j r, conj (φ j r) = φ (t j) r) :
    (Equiv.Perm.sign t = 1 → ∀ x, (slater φ x).im = 0) ∧
    (Equiv.Perm.sign t = -1 → ∀ x, (slater φ x).re = 0) := by
  constructor
  · intro ht x
    have hc := congrArg Complex.im (conj_slater_of_perm φ t h x)
    simp only [ht, Units.val_one, Int.cast_one, one_mul, Complex.conj_im] at hc
    linarith
  · intro ht x
    have hc := congrArg Complex.re (conj_slater_of_perm φ t h x)
    simp only [ht, Units.val_neg, Units.val_one, Int.cast_neg, Int.cast_one, neg_mul, one_mul,
      Complex.neg_re, Complex.conj_re] at hc
    linarith

/-- At a configuration off the nodes, the Slater determinant is real exactly when the
permutation of the orbitals by complex conjugation is even. -/
theorem slater_real_iff_even (φ : ι → X → ℂ) (t : Equiv.Perm ι)
    (h : ∀ j r, conj (φ j r) = φ (t j) r) (x : ι → X) (hx : slater φ x ≠ 0) :
    (slater φ x).im = 0 ↔ Equiv.Perm.sign t = 1 := by
  constructor
  · intro him
    rcases Int.units_eq_one_or (Equiv.Perm.sign t) with ht | ht
    · exact ht
    · -- an odd permutation would make the real part vanish as well
      exact absurd (Complex.ext ((slater_real_or_imaginary φ t h).2 ht x) him) hx
  · intro ht
    exact (slater_real_or_imaginary φ t h).1 ht x

/-- A shell made of the conjugate pairs `χ p`, `conj (χ p)` and the real orbitals `ρ a`. -/
def pairedShell {P R : Type*} (χ : P → X → ℂ) (ρ : R → X → ℝ) : (P × Bool) ⊕ R → X → ℂ
  | .inl (p, false) => χ p
  | .inl (p, true) => fun r => conj (χ p r)
  | .inr a => fun r => (ρ a r : ℂ)

/-- The permutation that exchanges the two members of every pair and fixes the real orbitals. -/
def pairSwap (P R : Type*) : Equiv.Perm ((P × Bool) ⊕ R) :=
  Equiv.Perm.sumCongr (Equiv.prodCongrRight fun _ : P => Equiv.swap false true) 1

/-- The exchange of the members of every pair has sign `(-1)` to the number of pairs. -/
theorem sign_pairSwap (P R : Type*) [Fintype P] [DecidableEq P] [Fintype R] [DecidableEq R] :
    Equiv.Perm.sign (pairSwap P R) = (-1) ^ Fintype.card P := by
  rw [pairSwap, Equiv.Perm.sign_sumCongr, Equiv.Perm.sign_prodCongrRight]
  simp [Equiv.Perm.sign_swap (show false ≠ true by decide)]

/-- For a shell of conjugate pairs and real orbitals, the Slater determinant is real everywhere
if the number of pairs is even, and purely imaginary everywhere if it is odd. -/
theorem slater_pairedShell {P R : Type*} [Fintype P] [DecidableEq P] [Fintype R] [DecidableEq R]
    (χ : P → X → ℂ) (ρ : R → X → ℝ) :
    (Even (Fintype.card P) → ∀ x, (slater (pairedShell χ ρ) x).im = 0) ∧
    (Odd (Fintype.card P) → ∀ x, (slater (pairedShell χ ρ) x).re = 0) := by
  have h : ∀ j r, conj (pairedShell χ ρ j r) = pairedShell χ ρ (pairSwap P R j) r := by
    rintro (⟨p, b⟩ | a) r
    · cases b <;> simp [pairedShell, pairSwap]
    · simp [pairedShell, pairSwap]
  have key := slater_real_or_imaginary (pairedShell χ ρ) (pairSwap P R) h
  rw [sign_pairSwap] at key
  exact ⟨fun he => key.1 he.neg_one_pow, fun ho => key.2 ho.neg_one_pow⟩

/-- The plane wave `exp (i k·r)` in `d` dimensions. -/
def planeWave {d : ℕ} (k r : Fin d → ℝ) : ℂ :=
  Complex.exp (((k ⬝ᵥ r : ℝ) : ℂ) * Complex.I)

/-- Complex conjugation exchanges the plane waves with wave vectors `k` and `-k`, and their
Slater determinant is `2i sin (k·x₀ - k·x₁)`. -/
theorem planeWave_pair_witness {d : ℕ} (k : Fin d → ℝ) :
    (∀ (j : Fin 2) (r : Fin d → ℝ), conj ((![planeWave k, planeWave (-k)] j) r)
      = (![planeWave k, planeWave (-k)] (Equiv.swap 0 1 j)) r) ∧
    ∀ x : Fin 2 → Fin d → ℝ, slater ![planeWave k, planeWave (-k)] x
      = 2 * Complex.I * (Real.sin (k ⬝ᵥ x 0 - k ⬝ᵥ x 1) : ℂ) := by
  constructor
  · intro j r
    fin_cases j <;> simp [planeWave, ← Complex.exp_conj, neg_dotProduct]
  · intro x
    -- Euler's formula for the difference of the two products
    have key : ∀ a b : ℂ, Complex.exp (a * Complex.I) * Complex.exp (-b * Complex.I)
        - Complex.exp (-a * Complex.I) * Complex.exp (b * Complex.I)
        = 2 * Complex.I * Complex.sin (a - b) := by
      intro a b
      have e1 : a * Complex.I + -b * Complex.I = (a - b) * Complex.I := by ring
      have e2 : -a * Complex.I + b * Complex.I = -(a - b) * Complex.I := by ring
      rw [← Complex.exp_add, ← Complex.exp_add, e1, e2, Complex.sin]
      linear_combination (Complex.exp ((a - b) * Complex.I)
        - Complex.exp (-(a - b) * Complex.I)) * Complex.I_sq
    have hk := key ((k ⬝ᵥ x 0 : ℝ) : ℂ) ((k ⬝ᵥ x 1 : ℝ) : ℂ)
    rw [slater, Matrix.det_fin_two]
    simpa [planeWave, neg_dotProduct] using hk

end

end ClosedShellRealNodes
```

```lean
#print axioms ClosedShellRealNodes.slater_relative_phase_real
#print axioms ClosedShellRealNodes.slater_real_or_imaginary
#print axioms ClosedShellRealNodes.slater_real_iff_even
#print axioms ClosedShellRealNodes.slater_pairedShell
```

```
'ClosedShellRealNodes.slater_relative_phase_real' depends on axioms: [propext, Classical.choice, Quot.sound]
'ClosedShellRealNodes.slater_real_or_imaginary' depends on axioms: [propext, Classical.choice, Quot.sound]
'ClosedShellRealNodes.slater_real_iff_even' depends on axioms: [propext, Classical.choice, Quot.sound]
'ClosedShellRealNodes.slater_pairedShell' depends on axioms: [propext, Classical.choice, Quot.sound]
```

## How the proof follows the matrix calculation

`conj_slater_of_mixing` contains the central step. Its intermediate statement `hm` is \(\overline A=AU^{\mathsf T}\), checked entry by entry. `RingHom.map_det` moves conjugation inside the determinant, and `Matrix.det_mul` and `Matrix.det_transpose` then produce \(\det U\).

`slater_relative_phase_real` applies this result at `x` and at `y`. `Complex.conj_eq_iff_im` turns the vanishing of the imaginary part into equality with the complex conjugate. After substitution, both sides are the same product, which `ring` confirms.

`conj_slater_of_perm` specialises \(U\) to the identity matrix with its rows permuted by `t`, whose entries are \(\delta_{t(j),k}\). `Matrix.det_permute` evaluates its determinant as the sign of `t`.

`slater_real_or_imaginary` is the main theorem. It takes imaginary parts of the conjugation identity in the even case and real parts in the odd case. `linarith` then solves \(-b=b\) or \(a=-a\). `slater_real_iff_even` adds the converse at a configuration where the determinant is nonzero: in the odd case, `Complex.ext` combines the two vanishing parts into \(\Psi(x)=0\), contradicting `hx`.

For the counting rule, `pairedShell` labels the paired orbitals by `P × Bool` and the real ones by `R`. The permutation `pairSwap` exchanges `false` and `true` for every pair, and `sign_pairSwap` multiplies the signs of these exchanges. `slater_pairedShell` verifies the conjugation hypothesis for each kind of orbital and applies the main theorem.

`planeWave_pair_witness` has two parts. The first checks that conjugation exchanges the two plane waves. The second expands the two-by-two determinant; its auxiliary identity `key` combines the exponents and uses the exponential definition of the sine together with \(i^2=-1\).
